# Two-sided bound on the three-point finite-field polarisability of a two-level system

A statement about the error of a finite-field polarisability must first decide what the energy curve and the exact polarisability are as mathematical objects. Here the energy E(F) in a static field F is written down as a closed formula, and a separate theorem shows that this formula is the lowest eigenvalue of a two-level Hamiltonian. The polarisability α and its finite-difference estimate α_h are defined for an arbitrary curve E, the first as a second derivative and the second as a three-point quotient with step h, so that their values in the model are derived and not inserted. For a model with half gap D > 0, real transition dipole m and step h ≠ 0 the result is

    m²/D − m⁴h²/(4D³) ≤ α_h ≤ α = m²/D.

Electronic-structure calculations can obtain a polarisability from energies at the fields h, 0 and −h, and for two levels without permanent dipoles, in exact arithmetic, these inequalities give the sign of the step error of that procedure and an upper bound on its size, a bound that is sharp to leading order for small steps and loose for large ones.

```lean
import Mathlib

open Matrix Filter Topology

namespace FiniteFieldPolarisability

noncomputable section
```

## Two levels in a static field

The unperturbed levels lie at −D and +D, so the gap is 2D. The field couples to the dipole operator μ through −μF, and μ is taken to have the off-diagonal element m and zero diagonal elements, as for two states of opposite parity. In the basis of the two levels, with index 0 for the lower and index 1 for the upper,

    H(F) = [[−D, −mF], [−mF, D]].

The field has a single component, all entries are real, and the units are any in which mF is an energy.

```lean
/-- Two-level Hamiltonian with levels `∓D`, coupled by a transition dipole `m` in a field `F`. -/
def hamiltonian (D m F : ℝ) : Matrix (Fin 2) (Fin 2) ℝ :=
  !![-D, -(m * F); -(m * F), D]
```

The characteristic equation λ² − D² − m²F² = 0 for an eigenvalue λ has the lower root

    E(F) = −√(D² + m²F²).

In Lean `energy D m F` is this number, and `energy D m` is the whole curve as a function of F.

```lean
/-- The field-dependent energy `E(F) = -√(D² + m²F²)`. -/
def energy (D m F : ℝ) : ℝ := -√(D ^ 2 + m ^ 2 * F ^ 2)
```

The polarisability follows the convention E(F) = E(0) − μ₀F − ½αF² + …, with μ₀ the permanent dipole, so that

    α = −E″(0).

Mathlib's `deriv` returns 0 at a point where a function is not differentiable, so `polarisability E` is meaningful only if the second derivative exists; for the model its existence is proved below together with its value.

```lean
/-- Static polarisability of an energy curve: minus its second field derivative at zero field. -/
def polarisability (E : ℝ → ℝ) : ℝ := -deriv (deriv E) 0
```

The estimate replaces E″(0) by the central second difference with step h:

    α_h = −(E(h) − 2E(0) + E(−h))/h².

```lean
/-- Three-point finite-field estimate of the polarisability with field step `h`. -/
def finiteFieldEstimate (E : ℝ → ℝ) (h : ℝ) : ℝ := -(E h - 2 * E 0 + E (-h)) / h ^ 2
```

## The square root

Write s(F) = √(D² + m²F²), so that E(F) = −s(F). Three properties of s are used throughout:

    s² = D² + m²F²,    s ≥ D,    s(0) = D.

The first holds since the radicand is non-negative, the second since D² ≤ D² + m²F², and the third since √(D²) = D for positive D. The hypothesis `hD : 0 < D` says that the ground state at zero field is non-degenerate and is the level at −D. At D = 0 the curve would be −|mF|, which for m ≠ 0 has a kink at the origin. The first property is used mostly in the form (s − D)(s + D) = m²F².

```lean
/-- The root `√(D² + m²F²)` squares to `D² + m²F²`, is at least `D`, and equals `D` at
zero field. -/
theorem root_facts {D : ℝ} (hD : 0 < D) (m F : ℝ) :
    √(D ^ 2 + m ^ 2 * F ^ 2) ^ 2 = D ^ 2 + m ^ 2 * F ^ 2 ∧ D ≤ √(D ^ 2 + m ^ 2 * F ^ 2) ∧
      √(D ^ 2 + m ^ 2 * (0 : ℝ) ^ 2) = D := by
  refine ⟨Real.sq_sqrt (by positivity), (Real.le_sqrt' hD).mpr ?_, ?_⟩
  · have : 0 ≤ m ^ 2 * F ^ 2 := by positivity
    linarith
  · rw [show D ^ 2 + m ^ 2 * (0 : ℝ) ^ 2 = D ^ 2 by ring, Real.sqrt_sq hD.le]
```

## The formula is the ground-state energy

For a real vector x = (x₀, x₁), with components `x 0` and `x 1` in Lean,

    x·Hx = −D x₀² − 2mF x₀x₁ + D x₁²,

    x·Hx − E x·x = (s − D) x₀² − 2mF x₀x₁ + (s + D) x₁².

Multiplying the second line by s + D and replacing (s + D)(s − D) by m²F² completes a square:

    (s + D)(x·Hx − E x·x) = (mF x₀ − (s + D) x₁)² ≥ 0.

Since s + D ≥ 2D > 0, it follows that x·Hx ≥ E x·x for every x. The square vanishes for x = (s + D, mF), and this vector is an eigenvector, row by row:

    row 0:  −D(s + D) − m²F² = −s(s + D),

    row 1:  −mF(s + D) + D mF = −s mF.

Row 0 is s² = D² + m²F² rearranged, and row 1 is an identity. The vector is non-zero because its component 0 is positive. Its squared length is 2s(s + D), so the normalised ground state is (s + D, mF)/√(2s(s + D)), which is (1, 0) at zero field.

The theorem `energy_is_ground_state` states the variational lower bound for all real x and the existence of a non-zero x with Hx = Ex. In the proof, `generalize` replaces the root by a variable `s` that carries only `hs` (the square) and `hle` (the bound s ≥ D). The completed square is `key`, closed by adding x₀² times `hs`, and `hQ` divides by s + D. The two branches of `fin_cases i` are the two rows. The trial vectors are real; complex amplitudes are not part of the statement.

```lean
/-- `E(F)` is the ground-state energy of the two-level Hamiltonian: it bounds `x·Hx` from below
by `E(F) x·x` and has a non-zero eigenvector. -/
theorem energy_is_ground_state {D : ℝ} (hD : 0 < D) (m F : ℝ) :
    (∀ x : Fin 2 → ℝ, energy D m F * (x ⬝ᵥ x) ≤ x ⬝ᵥ hamiltonian D m F *ᵥ x) ∧
      ∃ x : Fin 2 → ℝ, x ≠ 0 ∧ hamiltonian D m F *ᵥ x = energy D m F • x := by
  obtain ⟨hs, hle, -⟩ := root_facts hD m F
  unfold energy
  generalize √(D ^ 2 + m ^ 2 * F ^ 2) = s at hs hle ⊢
  have hpos : 0 < s + D := by linarith
  constructor
  · intro x
    have e1 : x ⬝ᵥ x = x 0 ^ 2 + x 1 ^ 2 := by
      simp [dotProduct, Fin.sum_univ_two]
      ring
    have e2 : x ⬝ᵥ hamiltonian D m F *ᵥ x
        = -D * x 0 ^ 2 - 2 * (m * F) * x 0 * x 1 + D * x 1 ^ 2 := by
      simp [hamiltonian, dotProduct, Matrix.mulVec, Fin.sum_univ_two]
      ring
    -- the form of `H - E`, times `s + D`, is a perfect square
    have key : (s + D) * ((s - D) * x 0 ^ 2 - 2 * (m * F) * x 0 * x 1 + (s + D) * x 1 ^ 2)
        = (m * F * x 0 - (s + D) * x 1) ^ 2 := by
      linear_combination x 0 ^ 2 * hs
    have hQ : 0 ≤ (s - D) * x 0 ^ 2 - 2 * (m * F) * x 0 * x 1 + (s + D) * x 1 ^ 2 :=
      le_of_mul_le_mul_left (a := s + D) (by rw [mul_zero, key]; positivity) hpos
    rw [e1, e2]
    linarith
  · refine ⟨![s + D, m * F], fun h0 => ?_, ?_⟩
    · have h1 : s + D = 0 := by simpa using congrFun h0 0
      linarith
    · ext i
      fin_cases i
      · simp [hamiltonian, dotProduct, Matrix.mulVec, Fin.sum_univ_two]
        linear_combination hs
      · simp [hamiltonian, dotProduct, Matrix.mulVec, Fin.sum_univ_two]
        ring
```

## First and second field derivatives

The radicand has the derivative 2m²F and is positive at every field, so the chain rule gives

    E′(F) = −2m²F/(2s(F)) = −m²F/s(F).

The predicate `HasDerivAt f f' F` says that f is differentiable at F with derivative f′. In the proof `h1` is the derivative of the radicand, `hne` says that the radicand is non-zero, and `h1.sqrt hne` is the chain rule for the root.

```lean
/-- The field derivative of the energy is `E'(F) = -m²F / √(D² + m²F²)`. -/
theorem hasDerivAt_energy {D : ℝ} (hD : 0 < D) (m F : ℝ) :
    HasDerivAt (energy D m) (-(m ^ 2 * F) / √(D ^ 2 + m ^ 2 * F ^ 2)) F := by
  have h1 : HasDerivAt (fun F : ℝ => D ^ 2 + m ^ 2 * F ^ 2) (m ^ 2 * (2 * F)) F :=
    (((hasDerivAt_pow 2 F).const_mul (m ^ 2)).const_add (D ^ 2)).congr_deriv (by norm_num)
  have hne : D ^ 2 + m ^ 2 * F ^ 2 ≠ 0 := by positivity
  show HasDerivAt (fun F : ℝ => -√(D ^ 2 + m ^ 2 * F ^ 2)) _ F
  exact (h1.sqrt hne).fun_neg.congr_deriv (by ring)
```

Because this holds at every F, the function `deriv (energy D m)` equals F ↦ n(F)/s(F) with the numerator n(F) = −m²F, which is the content of `hfun`. At zero field n(0) = 0, n′(0) = −m², s(0) = D and s′(0) = 0, and the quotient rule gives

    E″(0) = (n′(0)s(0) − n(0)s′(0))/s(0)² = −m²D/D² = −m²/D,

    α = m²/D.

The first part of `polarisability_eq` says that E′ is differentiable at 0 with derivative −m²/D, and the second part reads off α. The statements `hn` and `hs` supply n′(0) and s′(0), and `hn.fun_div hs hne2` is the quotient rule.

```lean
/-- The second field derivative of the energy at zero field exists and is `-m²/D`, and the exact
polarisability is `m²/D`. -/
theorem polarisability_eq {D : ℝ} (hD : 0 < D) (m : ℝ) :
    HasDerivAt (deriv (energy D m)) (-(m ^ 2 / D)) 0 ∧
      polarisability (energy D m) = m ^ 2 / D := by
  obtain ⟨-, -, hs0⟩ := root_facts hD m 0
  have hD' : D ≠ 0 := hD.ne'
  have hfun : deriv (energy D m) = fun F => -(m ^ 2 * F) / √(D ^ 2 + m ^ 2 * F ^ 2) :=
    funext fun F => (hasDerivAt_energy hD m F).deriv
  have h1 : HasDerivAt (fun F : ℝ => D ^ 2 + m ^ 2 * F ^ 2) 0 0 :=
    (((hasDerivAt_pow 2 (0 : ℝ)).const_mul (m ^ 2)).const_add (D ^ 2)).congr_deriv (by norm_num)
  have hne : D ^ 2 + m ^ 2 * (0 : ℝ) ^ 2 ≠ 0 := by positivity
  -- the root is stationary at zero field
  have hs : HasDerivAt (fun F : ℝ => √(D ^ 2 + m ^ 2 * F ^ 2)) 0 0 :=
    (h1.sqrt hne).congr_deriv (by simp)
  have hn : HasDerivAt (fun F : ℝ => -(m ^ 2 * F)) (-(m ^ 2 * 1)) 0 :=
    ((hasDerivAt_id' (0 : ℝ)).const_mul (m ^ 2)).fun_neg
  have hne2 : √(D ^ 2 + m ^ 2 * (0 : ℝ) ^ 2) ≠ 0 := by rw [hs0]; exact hD'
  have hd : HasDerivAt (deriv (energy D m)) (-(m ^ 2 / D)) 0 := by
    rw [hfun]
    refine (hn.fun_div hs hne2).congr_deriv ?_
    simp only [hs0]
    field_simp
    ring
  exact ⟨hd, by rw [polarisability, hd.deriv, neg_neg]⟩
```

## The estimate and its exact error

From here on s stands for s(h). The energy is even in the field, so E(h) = E(−h) = −s, and E(0) = −D. Therefore

    α_h = −(−s + 2D − s)/h² = 2(s − D)/h².

Multiplying numerator and denominator by D + s and using (s − D)(s + D) = m²h² cancels the factor h² in the denominator:

    α_h = 2m²h²/(h²(D + s)) = 2m²/(D + s).

The cancellation of h² needs `hh : h ≠ 0`, and h may have either sign. In the proof, `neg_sq` gives the evenness, `div_eq_div_iff` cross-multiplies, and the remaining equation 2(s − D)(D + s) = 2m²h² is twice `hs`.

```lean
/-- Closed form of the finite-field estimate: `2m² / (D + √(D² + m²h²))`. -/
theorem estimate_eq {D h : ℝ} (hD : 0 < D) (hh : h ≠ 0) (m : ℝ) :
    finiteFieldEstimate (energy D m) h = 2 * m ^ 2 / (D + √(D ^ 2 + m ^ 2 * h ^ 2)) := by
  obtain ⟨hs, hle, hs0⟩ := root_facts hD m h
  have hp : 0 < D + √(D ^ 2 + m ^ 2 * h ^ 2) := by linarith
  -- the energy is even in the field and equals `-D` at zero field
  simp only [finiteFieldEstimate, energy, neg_sq, hs0]
  rw [div_eq_div_iff (pow_ne_zero 2 hh) hp.ne']
  linear_combination 2 * hs
```

Subtracting from the exact value,

    α − α_h = m²/D − 2m²/(D + s) = m²(s − D)/(D(D + s)),

and s − D = m²h²/(D + s) turns this into

    α − α_h = m⁴h²/(D(D + s)²).

This is an equality for every non-zero step, with no remainder term. The proof brings the left side over the common denominator D(D + s) and cross-multiplies. The two sides then differ by m²D(D + s) times (s² − D² − m²h²), and this prefactor is the coefficient of `hs` in the last line.

```lean
/-- The exact polarisability exceeds the finite-field estimate by exactly
`m⁴h² / (D (D + √(D² + m²h²))²)`. -/
theorem error_eq {D h : ℝ} (hD : 0 < D) (hh : h ≠ 0) (m : ℝ) :
    polarisability (energy D m) - finiteFieldEstimate (energy D m) h
      = m ^ 4 * h ^ 2 / (D * (D + √(D ^ 2 + m ^ 2 * h ^ 2)) ^ 2) := by
  obtain ⟨hs, hle, -⟩ := root_facts hD m h
  rw [(polarisability_eq hD m).2, estimate_eq hD hh]
  generalize √(D ^ 2 + m ^ 2 * h ^ 2) = s at hs hle ⊢
  have hp : 0 < D + s := by linarith
  rw [div_sub_div _ _ hD.ne' hp.ne',
    div_eq_div_iff (mul_pos hD hp).ne' (mul_pos hD (pow_pos hp 2)).ne']
  linear_combination (m ^ 2 * D * (D + s)) * hs
```

## The two bounds

The error is a quotient of a non-negative numerator and a positive denominator, so α_h ≤ α. For the other side, s ≥ D gives D + s ≥ 2D, and then

    D(D + s)² ≥ D(2D)² = 4D³,

    α − α_h ≤ m⁴h²/(4D³).

In words, `finite_field_bounds` says that for all real D > 0, h ≠ 0 and m, the three-point estimate taken on the curve −√(D² + m²F²) is at least m²/D − m⁴h²/(4D³) and at most the polarisability defined by the second derivative, and that this polarisability is m²/D. No smallness of h is assumed. The steps `hsq` and `hden` bound the denominator, `hup` passes to the quotient, `hnn` is the sign of the error, and `linarith` combines these with the exact error `herr`.

The statement concerns the curve `energy D m`, and its physical meaning comes from `energy_is_ground_state`. It treats the three energies as exact real numbers, so rounding and incomplete convergence of computed energies, which enter the quotient divided by h², are not described. It also says nothing about systems with more levels or with permanent dipoles.

```lean
/-- For `D > 0` and a non-zero step `h` the finite-field estimate lies between
`m²/D - m⁴h²/(4D³)` and the exact polarisability, which is `m²/D`. -/
theorem finite_field_bounds {D h : ℝ} (hD : 0 < D) (hh : h ≠ 0) (m : ℝ) :
    m ^ 2 / D - m ^ 4 * h ^ 2 / (4 * D ^ 3) ≤ finiteFieldEstimate (energy D m) h ∧
      finiteFieldEstimate (energy D m) h ≤ polarisability (energy D m) ∧
      polarisability (energy D m) = m ^ 2 / D := by
  obtain ⟨-, hle, -⟩ := root_facts hD m h
  have herr := error_eq hD hh m
  have hpol := (polarisability_eq hD m).2
  generalize √(D ^ 2 + m ^ 2 * h ^ 2) = s at hle herr
  -- `D + s ≥ 2D` bounds the denominator of the error from below
  have hsq : (2 * D) ^ 2 ≤ (D + s) ^ 2 := pow_le_pow_left₀ (by linarith) (by linarith) 2
  have hden : 4 * D ^ 3 ≤ D * (D + s) ^ 2 := by
    nlinarith [mul_le_mul_of_nonneg_left hsq hD.le]
  have hup : m ^ 4 * h ^ 2 / (D * (D + s) ^ 2) ≤ m ^ 4 * h ^ 2 / (4 * D ^ 3) :=
    div_le_div_of_nonneg_left (by positivity) (by positivity) hden
  have hnn : 0 ≤ m ^ 4 * h ^ 2 / (D * (D + s) ^ 2) := by positivity
  exact ⟨by linarith, by linarith, hpol⟩
```

At m = 0 the levels are uncoupled, the curve is flat and all three quantities in the chain are zero. For m ≠ 0 and h ≠ 0 one has m²h² > 0, hence s > D, and both bounds on α_h become strict:

    m²/D − m⁴h²/(4D³) < α_h < α.

With a non-zero coupling the estimate therefore lies below the polarisability at every step. The proof repeats the previous one with `hlt`, the strict bound D < s, in place of `hle`.

```lean
/-- With a non-zero transition dipole both bounds on the finite-field estimate are strict. -/
theorem finite_field_bounds_strict {D h m : ℝ} (hD : 0 < D) (hh : h ≠ 0) (hm : m ≠ 0) :
    m ^ 2 / D - m ^ 4 * h ^ 2 / (4 * D ^ 3) < finiteFieldEstimate (energy D m) h ∧
      finiteFieldEstimate (energy D m) h < polarisability (energy D m) := by
  have hmh : 0 < m ^ 2 * h ^ 2 := by positivity
  have hlt : D < √(D ^ 2 + m ^ 2 * h ^ 2) := (Real.lt_sqrt hD.le).mpr (by linarith)
  have herr := error_eq hD hh m
  have hpol := (polarisability_eq hD m).2
  generalize √(D ^ 2 + m ^ 2 * h ^ 2) = s at hlt herr
  have hp : 0 < D + s := by linarith
  have hsq : (2 * D) ^ 2 < (D + s) ^ 2 := by nlinarith
  have hden : 4 * D ^ 3 < D * (D + s) ^ 2 := by
    nlinarith [mul_lt_mul_of_pos_left hsq hD]
  have hup : m ^ 4 * h ^ 2 / (D * (D + s) ^ 2) < m ^ 4 * h ^ 2 / (4 * D ^ 3) :=
    div_lt_div_of_pos_left (by positivity) (by positivity) hden
  have hnn : 0 < m ^ 4 * h ^ 2 / (D * (D + s) ^ 2) := by positivity
  exact ⟨by linarith, by linarith⟩
```

## Small steps

Dividing the exact error by h² leaves

    (α − α_h)/h² = m⁴/(D(D + s(h))²).

The denominator is continuous in h and equals D(2D)² = 4D³ at h = 0, so

    (α − α_h)/h² → m⁴/(4D³)  as h → 0.

The filter `𝓝[≠] 0` describes h approaching zero from either side through non-zero values. The proof first takes the limit of the simplified expression, where `hc` is the continuity of the denominator, `hden` its limit and `hlim` the limit of the quotient. It then uses `filter_upwards` to show that the original expression agrees with the simplified one whenever h ≠ 0, by `error_eq`.

```lean
/-- As the step tends to zero, the error of the estimate divided by `h²` tends to `m⁴/(4D³)`. -/
theorem error_leading_coefficient {D : ℝ} (hD : 0 < D) (m : ℝ) :
    Tendsto (fun h => (polarisability (energy D m) - finiteFieldEstimate (energy D m) h) / h ^ 2)
      (𝓝[≠] 0) (𝓝 (m ^ 4 / (4 * D ^ 3))) := by
  obtain ⟨-, -, hs0⟩ := root_facts hD m 0
  have hc : Continuous fun h : ℝ => D * (D + √(D ^ 2 + m ^ 2 * h ^ 2)) ^ 2 := by fun_prop
  have hden : Tendsto (fun h : ℝ => D * (D + √(D ^ 2 + m ^ 2 * h ^ 2)) ^ 2) (𝓝 0)
      (𝓝 (4 * D ^ 3)) := hc.tendsto' 0 _ (by simp only [hs0]; ring)
  have hne : 4 * D ^ 3 ≠ 0 := by positivity
  have hlim : Tendsto (fun h : ℝ => m ^ 4 / (D * (D + √(D ^ 2 + m ^ 2 * h ^ 2)) ^ 2)) (𝓝 0)
      (𝓝 (m ^ 4 / (4 * D ^ 3))) := tendsto_const_nhds.div hden hne
  refine (hlim.mono_left nhdsWithin_le_nhds).congr' ?_
  filter_upwards [self_mem_nhdsWithin] with h hh
  have hh' : h ≠ 0 := hh
  rw [error_eq hD hh' m, mul_div_right_comm (m ^ 4), mul_div_assoc,
    div_self (pow_ne_zero 2 hh'), mul_one]

end

end FiniteFieldPolarisability
```

```lean
#print axioms FiniteFieldPolarisability.energy_is_ground_state
#print axioms FiniteFieldPolarisability.finite_field_bounds
#print axioms FiniteFieldPolarisability.finite_field_bounds_strict
#print axioms FiniteFieldPolarisability.error_leading_coefficient
```

```
'FiniteFieldPolarisability.energy_is_ground_state' depends on axioms: [propext, Classical.choice, Quot.sound]
'FiniteFieldPolarisability.finite_field_bounds' depends on axioms: [propext, Classical.choice, Quot.sound]
'FiniteFieldPolarisability.finite_field_bounds_strict' depends on axioms: [propext, Classical.choice, Quot.sound]
'FiniteFieldPolarisability.error_leading_coefficient' depends on axioms: [propext, Classical.choice, Quot.sound]
```

What follows is a reading of these theorems and a comparison of definitions, and none of it is itself a checked statement. The limit equals the coefficient of h² in the error bound m⁴h²/(4D³), so for m ≠ 0 a smaller coefficient in that bound would fail at sufficiently small steps. For m ≠ 0, where α > 0, dividing the error bound by α gives a relative error of at most (mh/(2D))², the squared ratio of the coupling to the gap, and the lower bound is positive only while |mh| < 2D.

## Defining the energy variationally

The energy might have been defined from the Hamiltonian, as the infimum of x·H(F)x over unit vectors x, with the closed formula appearing as a theorem. The main statement would then refer to `hamiltonian` through the definition of the energy, and a reader would not need a second theorem to see that the curve is a ground-state energy. The price would be one more step at the start, showing that the infimum equals −s(F): the variational inequality gives the lower bound, and the normalised vector (s + D, mF)/√(2s(s + D)) attains it. After that rewriting, the derivatives, the exact error and the bounds would go through as above. Such a definition makes sense for a symmetric matrix of any size, but the argument given here would not extend with it, since every step after the ground-state theorem uses the explicit root.
